# Equal filling fixes the centre shift between two rectangular bands

Two rectangular bands with centres $c_1,c_2$ and widths $W_1,W_2>0$, which have the same filling $f$ at a common Fermi level lying in both, satisfy $c_2-c_1=(W_1-W_2)(f-\tfrac12)$. If the second band is the narrower one, its centre therefore lies higher exactly when $f>\tfrac12$ and lower exactly when $f<\tfrac12$.

```lean
import Mathlib

open MeasureTheory

namespace SurfaceCoreLevelShift

noncomputable section

/-- Density of states of a rectangular band with centre `c` and width `W`:
the constant `1 / W` inside the band and zero outside. -/
def rectDOS (c W : ℝ) : ℝ → ℝ :=
  (Set.Icc (c - W / 2) (c + W / 2)).indicator (fun _ => 1 / W)

/-- The filling of the band: the density of states integrated up to the Fermi level `EF`. -/
def filling (c W EF : ℝ) : ℝ := ∫ E in Set.Iic EF, rectDOS c W E

/-- The Fermi level `EF` lies in the band, edges included. -/
def InBand (c W EF : ℝ) : Prop := c - W / 2 ≤ EF ∧ EF ≤ c + W / 2

/-- The second moment of the density of states about the band centre. -/
def secondMoment (c W : ℝ) : ℝ := ∫ E, (E - c) ^ 2 * rectDOS c W E

/-- The rectangular band holds exactly one state in total. -/
theorem integral_rectDOS (c : ℝ) {W : ℝ} (hW : 0 < W) : ∫ E, rectDOS c W E = 1 := by
  unfold rectDOS
  rw [integral_indicator measurableSet_Icc, setIntegral_const,
    Real.volume_real_Icc_of_le (by linarith), smul_eq_mul]
  have hW' : W ≠ 0 := hW.ne'
  field_simp
  try ring

/-- For a Fermi level in the band, the filling is one half plus the signed offset `EF - c` of the
Fermi level from the band centre, divided by the width. -/
theorem filling_eq {c W EF : ℝ} (hW : 0 < W) (h : InBand c W EF) :
    filling c W EF = (EF - c) / W + 1 / 2 := by
  obtain ⟨hl, hu⟩ := h
  -- the occupied states run from the lower band edge to the Fermi level
  have hset : Set.Iic EF ∩ Set.Icc (c - W / 2) (c + W / 2) = Set.Icc (c - W / 2) EF := by
    ext x
    simp only [Set.mem_inter_iff, Set.mem_Iic, Set.mem_Icc]
    constructor
    · rintro ⟨h1, h2, _⟩
      exact ⟨h2, h1⟩
    · rintro ⟨h1, h2⟩
      exact ⟨h2, h1, h2.trans hu⟩
  unfold filling rectDOS
  rw [setIntegral_indicator measurableSet_Icc, hset, setIntegral_const,
    Real.volume_real_Icc_of_le hl, smul_eq_mul]
  have hW' : W ≠ 0 := hW.ne'
  field_simp
  try ring

/-- For a Fermi level in the band, its signed offset from the band centre is the width times the
excess of the filling over one half. -/
theorem fermi_level_eq {c W EF : ℝ} (hW : 0 < W) (h : InBand c W EF) :
    EF = c + W * (filling c W EF - 1 / 2) := by
  rw [filling_eq hW h]
  have hW' : W ≠ 0 := hW.ne'
  field_simp
  try ring

/-- Two rectangular bands share a Fermi level lying in both, and the first has filling `f`.
The second has the same filling if and only if its centre is shifted by
`(W₁ - W₂) (f - 1/2)`. -/
theorem same_filling_iff_shift {c₁ c₂ W₁ W₂ EF f : ℝ} (hW₁ : 0 < W₁) (hW₂ : 0 < W₂)
    (h₁ : InBand c₁ W₁ EF) (h₂ : InBand c₂ W₂ EF) (hf : filling c₁ W₁ EF = f) :
    filling c₂ W₂ EF = f ↔ c₂ - c₁ = (W₁ - W₂) * (f - 1 / 2) := by
  have e₁ := fermi_level_eq hW₁ h₁
  have e₂ := fermi_level_eq hW₂ h₂
  rw [hf] at e₁
  constructor
  · intro h
    rw [h] at e₂
    linarith
  · intro h
    -- both fillings place the same Fermi level in the second band
    have key : W₂ * (filling c₂ W₂ EF) = W₂ * f := by linarith
    exact mul_left_cancel₀ hW₂.ne' key

/-- For a narrowed band with the same filling `f` and the same Fermi level, which lies in the band
before and after the narrowing, the centre moves up exactly when the band is more than half full,
and down exactly when it is less than half full. -/
theorem shift_sign {c₁ c₂ W₁ W₂ EF f : ℝ} (hW₂ : 0 < W₂) (hW : W₂ < W₁)
    (h₁ : InBand c₁ W₁ EF) (h₂ : InBand c₂ W₂ EF)
    (hf₁ : filling c₁ W₁ EF = f) (hf₂ : filling c₂ W₂ EF = f) :
    (0 < c₂ - c₁ ↔ 1 / 2 < f) ∧ (c₂ - c₁ < 0 ↔ f < 1 / 2) := by
  have hs := (same_filling_iff_shift (hW₂.trans hW) hW₂ h₁ h₂ hf₁).1 hf₂
  have hd : 0 < W₁ - W₂ := sub_pos.2 hW
  rw [hs]
  refine ⟨⟨fun h => ?_, fun h => mul_pos hd (sub_pos.2 h)⟩,
    ⟨fun h => ?_, fun h => mul_neg_of_pos_of_neg hd (sub_neg.2 h)⟩⟩
  · by_contra hn
    have := mul_nonneg hd.le (sub_nonneg.2 (not_lt.1 hn))
    linarith
  · by_contra hn
    have := mul_nonneg hd.le (sub_nonneg.2 (not_lt.1 hn))
    linarith

/-- A Fermi level at `c + W (f - 1/2)`, with `f` between zero and one, lies in the band and
gives it the filling `f`. -/
theorem filling_at_level (c : ℝ) {W f : ℝ} (hW : 0 < W) (h0 : 0 ≤ f) (h1 : f ≤ 1) :
    InBand c W (c + W * (f - 1 / 2)) ∧ filling c W (c + W * (f - 1 / 2)) = f := by
  have hb : InBand c W (c + W * (f - 1 / 2)) := by
    have a := mul_nonneg hW.le h0
    have b := mul_nonneg hW.le (sub_nonneg.2 h1)
    constructor <;> linarith
  refine ⟨hb, ?_⟩
  rw [filling_eq hW hb, add_sub_cancel_left, mul_div_cancel_left₀ _ hW.ne']
  ring

/-- For any two widths and any filling `f` between zero and one, a second band shifted by
`(W₁ - W₂) (f - 1/2)` has filling `f` at the Fermi level that gives the first band
filling `f`, and this level lies in both bands. -/
theorem shifted_bands_witness (c₁ : ℝ) {W₁ W₂ f : ℝ} (hW₁ : 0 < W₁) (hW₂ : 0 < W₂)
    (h0 : 0 ≤ f) (h1 : f ≤ 1) :
    let EF := c₁ + W₁ * (f - 1 / 2)
    let c₂ := c₁ + (W₁ - W₂) * (f - 1 / 2)
    (InBand c₁ W₁ EF ∧ filling c₁ W₁ EF = f) ∧
      (InBand c₂ W₂ EF ∧ filling c₂ W₂ EF = f) := by
  intro EF c₂
  have e : EF = c₂ + W₂ * (f - 1 / 2) := by
    simp only [EF, c₂]
    ring
  refine ⟨filling_at_level c₁ hW₁ h0 h1, ?_⟩
  rw [e]
  exact filling_at_level c₂ hW₂ h0 h1

/-- If the width changes from `W₁` to `W₂` while centre and Fermi level stay fixed, and the Fermi
level lies in the band before and after, the filling changes by `(W₁ / W₂ - 1)` times its initial
excess over one half. -/
theorem unshifted_charge_imbalance {c W₁ W₂ EF : ℝ} (hW₁ : 0 < W₁) (hW₂ : 0 < W₂)
    (h₁ : InBand c W₁ EF) (h₂ : InBand c W₂ EF) :
    filling c W₂ EF - filling c W₁ EF = (W₁ / W₂ - 1) * (filling c W₁ EF - 1 / 2) := by
  rw [filling_eq hW₁ h₁, filling_eq hW₂ h₂]
  have a : W₁ ≠ 0 := hW₁.ne'
  have b : W₂ ≠ 0 := hW₂.ne'
  field_simp
  try ring

/-- The second moment of a rectangular band is its squared width divided by twelve. -/
theorem secondMoment_eq (c : ℝ) {W : ℝ} (hW : 0 < W) : secondMoment c W = W ^ 2 / 12 := by
  have hW' : W ≠ 0 := hW.ne'
  have hfun : (fun E => (E - c) ^ 2 * rectDOS c W E) =
      (Set.Icc (c - W / 2) (c + W / 2)).indicator (fun E => (E - c) ^ 2 * (1 / W)) := by
    funext E
    simp only [rectDOS, Set.indicator_apply, mul_ite, mul_zero]
  -- an antiderivative of the integrand inside the band
  have hder : ∀ x : ℝ,
      HasDerivAt (fun E => (E - c) ^ 3 / (3 * W)) ((x - c) ^ 2 * (1 / W)) x := by
    intro x
    have h := (((hasDerivAt_id' x).sub_const c).fun_pow 3).div_const (3 * W)
    refine h.congr_deriv ?_
    show ((3 : ℕ) : ℝ) * (x - c) ^ 2 * 1 / (3 * W) = (x - c) ^ 2 * (1 / W)
    push_cast
    field_simp
  unfold secondMoment
  rw [hfun, integral_indicator measurableSet_Icc, integral_Icc_eq_integral_Ioc,
    ← intervalIntegral.integral_of_le (by linarith),
    intervalIntegral.integral_eq_sub_of_hasDerivAt (fun x _ => hder x)
      (Continuous.intervalIntegrable (by fun_prop) _ _)]
  field_simp
  try ring

/-- Let the second moments of two bands be `Z β²`, with `Z` the number of neighbours and `β` a
common hopping. At equal filling `f` and a common Fermi level lying in both bands, the band of the
site with fewer neighbours lies higher exactly when `f` exceeds one half. -/
theorem coordination_shift_sign {c₁ c₂ W₁ W₂ EF f β : ℝ} {Z₁ Z₂ : ℕ}
    (hW₁ : 0 < W₁) (hW₂ : 0 < W₂) (hZ : Z₂ < Z₁)
    (hm₁ : secondMoment c₁ W₁ = Z₁ * β ^ 2) (hm₂ : secondMoment c₂ W₂ = Z₂ * β ^ 2)
    (h₁ : InBand c₁ W₁ EF) (h₂ : InBand c₂ W₂ EF)
    (hf₁ : filling c₁ W₁ EF = f) (hf₂ : filling c₂ W₂ EF = f) :
    0 < c₂ - c₁ ↔ 1 / 2 < f := by
  rw [secondMoment_eq c₁ hW₁] at hm₁
  rw [secondMoment_eq c₂ hW₂] at hm₂
  have hβ : β ≠ 0 := by
    rintro rfl
    have := pow_pos hW₁ 2
    norm_num at hm₁
    exact hW₁.ne' hm₁
  have hZ' : (Z₂ : ℝ) < Z₁ := by exact_mod_cast hZ
  have hlt : (Z₂ : ℝ) * β ^ 2 < Z₁ * β ^ 2 :=
    mul_lt_mul_of_pos_right hZ' (by positivity)
  -- fewer neighbours make a narrower band
  have hW : W₂ < W₁ := by
    by_contra hn
    have := pow_le_pow_left₀ hW₁.le (not_lt.1 hn) 2
    linarith
  exact (shift_sign hW₂ hW h₁ h₂ hf₁ hf₂).1

end

end SurfaceCoreLevelShift
```

```lean
#print axioms SurfaceCoreLevelShift.integral_rectDOS
-- 'SurfaceCoreLevelShift.integral_rectDOS' depends on axioms: [propext, Classical.choice, Quot.sound]
#print axioms SurfaceCoreLevelShift.same_filling_iff_shift
-- 'SurfaceCoreLevelShift.same_filling_iff_shift' depends on axioms: [propext, Classical.choice, Quot.sound]
#print axioms SurfaceCoreLevelShift.unshifted_charge_imbalance
-- 'SurfaceCoreLevelShift.unshifted_charge_imbalance' depends on axioms: [propext, Classical.choice, Quot.sound]
#print axioms SurfaceCoreLevelShift.coordination_shift_sign
-- 'SurfaceCoreLevelShift.coordination_shift_sign' depends on axioms: [propext, Classical.choice, Quot.sound]
```

## Bands, filling and the core level

Band 1 stands for the d band of a bulk atom and band 2 for that of a surface atom. `rectDOS c W` is the density of states, equal to $1/W$ on $[c-W/2,\,c+W/2]$ and zero elsewhere. It integrates to one (`integral_rectDOS`), so $f$ is the occupied fraction of the band, not an electron count. `filling c W EF` is the integral of this density up to the Fermi level $E_F$, and `InBand` says that $E_F$ lies in the band, edges included.

Equal filling is a hypothesis. It stands for local charge neutrality: screening in a metal keeps the d occupation of a surface atom close to the bulk value. None of the theorems mentions a core level. Reading $c_2-c_1$ as a core-level shift assumes further that the core level moves rigidly with the band centre and that final-state relaxation is ignored. A positive shift then means a lower binding energy at the surface. Within this rectangular-band model, the result gives a sign to compare with computed initial-state shifts along a transition series, where $f$ grows from left to right.

## From the Fermi level to the shift

For $E_F$ in the band, the occupied states run from the lower edge to $E_F$, so

$$f=\frac1W\Big(E_F-c+\frac W2\Big)=\frac{E_F-c}{W}+\frac12,\qquad E_F=c+W\Big(f-\frac12\Big).$$

These are `filling_eq` and `fermi_level_eq`. The Lean proof of the first identifies the occupied part of the band as an interval (`hset`) and integrates a constant over it.

Let band 1 have filling $f$ and band 2 filling $f_2$. The common Fermi level gives

$$c_1+W_1\Big(f-\frac12\Big)=c_2+W_2\Big(f_2-\frac12\Big).$$

If $f_2=f$, rearranging gives the shift formula. Conversely, inserting the shift formula leaves $W_2f_2=W_2f$, and $W_2>0$ gives $f_2=f$. `same_filling_iff_shift` proves both directions in this way: `linarith` does the rearranging, and `mul_left_cancel₀` removes $W_2$.

For $W_2<W_1$ the factor $W_1-W_2$ is positive, so the shift has the sign of $f-\tfrac12$. `shift_sign` states this as two equivalences. In each, one direction multiplies signs, and the other rules out the opposite case by contradiction.

The hypotheses can be met for every $f\in[0,1]$ and all positive widths. `shifted_bands_witness` places $E_F$ at $c_1+W_1(f-\tfrac12)$, shifts the second centre by the formula, and finds $E_F$ in both bands with filling $f$ in each.

## The charge that the shift removes

Suppose the width changes from $W_1$ to $W_2$ while the centre $c$ stays put and $E_F$ lies in both bands. The new filling $f'$ obeys $f'-\tfrac12=(E_F-c)/W_2=(W_1/W_2)(f-\tfrac12)$, hence

$$f'-f=\Big(\frac{W_1}{W_2}-1\Big)\Big(f-\frac12\Big),$$

which is `unshifted_charge_imbalance`. A narrowed band that is more than half full gains electrons, and raising its centre restores the original filling.

## Fewer neighbours, narrower band

The second moment about the centre is

$$\frac1W\int_{-W/2}^{W/2}x^2\,dx=\frac{W^2}{12}.$$

`secondMoment_eq` obtains it from the antiderivative $(E-c)^3/(3W)$.

`coordination_shift_sign` assumes that the second moments equal $Z_i\beta^2$, with $Z_i$ the number of neighbours and $\beta$ a common hopping. For one orbital per site, this is the tight-binding sum of squared hoppings to the nearest neighbours; for a d shell, $\beta^2$ stands for the sum of the squared hoppings between the five orbitals of the site and the five of one neighbour, divided by five. Positive widths force $\beta\neq0$, so $Z_2<Z_1$ gives $W_2^2<W_1^2$ and hence $W_2<W_1$. The sign rule then applies: the site with fewer neighbours has the higher band centre exactly when $f>\tfrac12$.

## Unequal fillings

The same subtraction, done by hand for fillings $f_1$ and $f_2$ that differ, gives

$$c_2-c_1=W_1\Big(f_1-\frac12\Big)-W_2\Big(f_2-\frac12\Big).$$

Relative to the neutral case $f_2=f_1$, a surface band whose filling is larger by $\delta$, at the same width and Fermi level, has its centre lower by $W_2\delta$.
